# For a Strain Coupled Linearly to Squared Mode Amplitudes, Relaxation Adds an Exchange Term to the Quasi-Harmonic Shift

Take a single vibrational mode of amplitude \(q\) in a crystal that can be strained by \(e\). Straining the crystal costs \(Ke^2/2\) with \(K>0\), and it changes the force constant of the mode by \(ge\). The energy that involves the strain is

\[
E(e,q)=\frac{K e^2}{2}+\frac{e\,g q^2}{2}.
\]

For a given \(q\), the condition \(Ke+gq^2/2=0\) fixes the strain at \(e^*=-gq^2/(2K)\). Inserting it gives the relaxed energy \(W(q)=-g^2q^4/(8K)\), with slope \(W'(q)=e^*(q)\,g\,q\). The second derivative has two parts, because \(e^*\) itself depends on \(q\):

\[
W''(q)=e^*g+\frac{de^*}{dq}\,g q=-\frac{g^2q^2}{2K}-\frac{g^2q^2}{K}.
\]

The first part is the curvature at a strain frozen at \(e^*\). The second arises because the strain follows the mode, and here it is twice as large as the first.

A quasi-harmonic calculation takes phonon frequencies at a fixed strain, so these frequencies contain no counterpart of the second part. In this classical model, with one strain variable that follows the amplitudes without delay and couples linearly to their squares, that part can be written down exactly. The uniform strain of a large crystal is too slow to follow most of its vibrations, so the result is not a ready-made correction to quasi-harmonic frequencies.

## Many modes and one strain

The modes are now labelled by the elements of a finite type `ι`.

```lean
import Mathlib

open Function

namespace QuasiHarmonicStrain

noncomputable section

variable {ι : Type*} [Fintype ι]
```

Mode \(i\) has amplitude \(q_i\) and coupling \(g_i\), the rate at which its force constant changes with strain. The modes act on the strain only through

\[
S=\sum_i g_i q_i^2 .
\]

```lean
/-- The coupling-weighted sum of squared mode amplitudes, `S = ∑ g_i q_i²`. -/
def modeSum (g q : ι → ℝ) : ℝ := ∑ i, g i * q i ^ 2
```

The energy is the elastic cost plus the coupling,

\[
E(e,q)=\frac{K e^2}{2}+\frac{e S}{2}.
\]

```lean
/-- The energy of a strain `e` with elastic constant `K`, coupled linearly to the squared
mode amplitudes. -/
def energy (K : ℝ) (g q : ι → ℝ) (e : ℝ) : ℝ := K * e ^ 2 / 2 + e * modeSum g q / 2
```

The constant \(K\) is the stiffness of the crystal against strain at fixed mode amplitudes. For a dimensionless strain and the energy of the whole crystal, it is an elastic constant times the volume. The condition \(K>0\) means that the energy has a minimum in this strain when the amplitudes are held fixed. Couplings and amplitudes are arbitrary real numbers, given as functions `g q : ι → ℝ`. The model has no products \(e\,q_iq_j\) of different modes, no terms of higher order in the strain coupling and no kinetic energy. The bare harmonic energy of the modes is also left out; it would add the same constant force constants to the Hessian at fixed strain and to the relaxed one.

Setting \(\partial E/\partial e=Ke+S/2\) to zero gives the candidate strain

\[
e^*=-\frac{S}{2K}.
\]

```lean
/-- The strain `-S/(2K)`, for a nonzero elastic constant `K`. -/
def optimalStrain (K : ℝ) (g q : ι → ℝ) : ℝ := -modeSum g q / (2 * K)
```

The relaxed energy is defined without reference to this candidate, as the infimum over all real strains:

\[
W(q)=\inf_{e} E(e,q).
\]

```lean
/-- For `K > 0`, the relaxed energy `W(q)`: the infimum of the energy over all strains at fixed mode
amplitudes. -/
def relaxedEnergy (K : ℝ) (g q : ι → ℝ) : ℝ := ⨅ e : ℝ, energy K g q e
```

Its closed form is therefore something to prove.

## The relaxed energy and its unique strain

Expanding a square around \(e^*\) gives

\[
\frac K2\,(e-e^*)^2=\frac K2\Bigl(e+\frac{S}{2K}\Bigr)^2=\frac{Ke^2}{2}+\frac{eS}{2}+\frac{S^2}{8K},
\]

and hence

\[
E(e,q)=-\frac{S^2}{8K}+\frac K2\,(e-e^*)^2 .
\]

```lean
/-- For nonzero `K`, the energy is `-S²/(8K)` plus a harmonic term in the deviation of the
strain from `-S/(2K)`. -/
theorem energy_complete_square {K : ℝ} (hK : K ≠ 0) (g q : ι → ℝ) (e : ℝ) :
    energy K g q e =
      -(modeSum g q ^ 2) / (8 * K) + K / 2 * (e - optimalStrain K g q) ^ 2 := by
  unfold energy optimalStrain
  field_simp
  ring
```

This identity needs only \(K\neq0\). In the proof, `field_simp` clears the denominators and `ring` compares the polynomials.

For \(K>0\) the squared term is never negative, and it vanishes at \(e=e^*\). So

\[
W(q)=-\frac{S^2}{8K}.
\]

```lean
/-- For `K > 0`, relaxing the strain gives the energy `W = -S²/(8K)`. -/
theorem relaxedEnergy_eq {K : ℝ} (hK : 0 < K) (g q : ι → ℝ) :
    relaxedEnergy K g q = -(modeSum g q ^ 2) / (8 * K) := by
  have h : IsLeast (Set.range (energy K g q)) (-(modeSum g q ^ 2) / (8 * K)) := by
    constructor
    · exact ⟨optimalStrain K g q, by rw [energy_complete_square hK.ne']; ring⟩
    · rintro _ ⟨e, rfl⟩
      rw [energy_complete_square hK.ne']
      have := mul_nonneg (half_pos hK).le (sq_nonneg (e - optimalStrain K g q))
      linarith
  exact h.csInf_eq
```

`IsLeast` has two parts: the value is reached, which is shown by inserting `optimalStrain`, and no strain gives less, which follows from the sign of the square. `csInf_eq` then identifies the least value with the infimum.

If \(E(e,q)=W(q)\), then \(\tfrac K2(e-e^*)^2=0\), and since \(K/2\neq0\), \(e=e^*\). Conversely, \(e^*\) gives the value \(W(q)\).

```lean
/-- For `K > 0`, the relaxed energy is attained at the strain `-S/(2K)` and at no other. -/
theorem energy_eq_relaxedEnergy_iff {K : ℝ} (hK : 0 < K) (g q : ι → ℝ) (e : ℝ) :
    energy K g q e = relaxedEnergy K g q ↔ e = optimalStrain K g q := by
  rw [relaxedEnergy_eq hK, energy_complete_square hK.ne' g q e]
  constructor
  · intro h
    have h0 : K / 2 * (e - optimalStrain K g q) ^ 2 = 0 := by linarith
    have h1 := (mul_eq_zero.mp h0).resolve_left (half_pos hK).ne'
    exact sub_eq_zero.mp ((pow_eq_zero_iff two_ne_zero).mp h1)
  · intro h
    rw [h]
    ring
```

The condition \(K\neq0\), which was enough for the square, is not enough for the minimum. Take one mode with \(g=q=1\) and \(K=-1\). Then \(E=-e^2/2+e/2\) is unbounded below, whereas \(-S^2/(8K)=1/8\) is its maximum, reached at \(e=1/2\). Lean assigns the value 0 to the infimum of a set of reals that is unbounded below, so the equation for `relaxedEnergy` is false in this case.

## Varying one amplitude at a time

A partial derivative holds all amplitudes but one fixed:

\[
\partial_i F(q)=\frac{d}{dx}F(q_1,\dots,x,\dots,q_N)\Big|_{x=q_i},\qquad x\ \text{in place } i .
\]

```lean
variable [DecidableEq ι]

/-- The partial derivative of `F` in the amplitude of mode `i`, at a point `q` where `F` is
differentiable in that amplitude. -/
def partialDeriv (F : (ι → ℝ) → ℝ) (i : ι) (q : ι → ℝ) : ℝ :=
  deriv (fun x => F (update q i x)) (q i)
```

The device that carries this definition is `Function.update`. The expression `update q i x` is the list of amplitudes `q` with the entry of mode `i` replaced by `x`. It turns a function of many amplitudes into a function of one real variable, to which the one-dimensional calculus of Mathlib applies. Two properties do most of the work. Entry \(k\) of the updated list is \(x\) if \(k=i\) and \(q_k\) otherwise, and this produces the Kronecker delta. Putting the old value back changes nothing, which is `update_eq_self`; it returns every derivative to the original point \(q\).

The first property gives

\[
\partial_j q_i=\delta_{ij}.
\]

```lean
omit [Fintype ι] in
/-- The amplitude of mode `i` has derivative `δ_ij` in the amplitude of mode `j`. -/
theorem hasDerivAt_amplitude (q : ι → ℝ) (i j : ι) :
    HasDerivAt (fun x => update q j x i) (if i = j then 1 else 0) (q j) := by
  by_cases h : i = j
  · subst h
    simp only [update_self, ↓reduceIte]
    exact hasDerivAt_id' _
  · simp only [update_of_ne h, if_neg h]
    exact hasDerivAt_const _ _
```

The two cases of the proof are the derivative of the identity and that of a constant. `HasDerivAt` states that the derivative exists at the point and has the given value.

With the delta, only one term of the sum survives:

\[
\partial_i S=\sum_k g_k\,2q_k\,\delta_{ki}=2g_iq_i .
\]

```lean
/-- The weighted sum `S` has derivative `2 g_i q_i` in the amplitude of mode `i`. -/
theorem hasDerivAt_modeSum (g q : ι → ℝ) (i : ι) :
    HasDerivAt (fun x => modeSum g (update q i x)) (2 * g i * q i) (q i) := by
  unfold modeSum
  have h := HasDerivAt.fun_sum (u := Finset.univ) (fun k _ =>
    ((hasDerivAt_amplitude q k i).fun_mul (hasDerivAt_amplitude q k i)).const_mul (g k))
  have hf : (fun x => ∑ k, g k * update q i x k ^ 2) =
      fun x => ∑ k, g k * (update q i x k * update q i x k) := by
    funext x
    exact Finset.sum_congr rfl (fun k _ => by ring)
  rw [hf]
  refine h.congr_deriv ?_
  -- only the mode that is varied contributes
  rw [Finset.sum_eq_single i]
  · simp only [update_eq_self, ↓reduceIte]
    ring
  · intro k _ hk
    simp only [if_neg hk]
    ring
  · intro hi
    exact absurd (Finset.mem_univ i) hi
```

The proof writes each square as a product, applies the product rule term by term and picks out the term \(k=i\) with `Finset.sum_eq_single`.

## The gradient of the relaxed energy

The chain rule applied to \(W=-S^2/(8K)\) gives

\[
\partial_i W=-\frac{2S\cdot 2g_iq_i}{8K}=-\frac{S}{2K}\,g_iq_i=e^*g_iq_i .
\]

```lean
/-- For `K > 0`, the relaxed energy has derivative `e* g_i q_i` in the amplitude of mode `i`,
where `e* = -S/(2K)`. -/
theorem relaxedEnergy_gradient {K : ℝ} (hK : 0 < K) (g q : ι → ℝ) (i : ι) :
    HasDerivAt (fun x => relaxedEnergy K g (update q i x))
      (optimalStrain K g q * g i * q i) (q i) := by
  have hS := hasDerivAt_modeSum g q i
  have h := (hS.fun_mul hS).const_mul (-1 / (8 * K))
  have hf : (fun x => relaxedEnergy K g (update q i x)) =
      fun x => -1 / (8 * K) * (modeSum g (update q i x) * modeSum g (update q i x)) := by
    funext x
    rw [relaxedEnergy_eq hK]
    ring
  rw [hf]
  refine h.congr_deriv ?_
  simp only [update_eq_self]
  unfold optimalStrain
  ring
```

This is the slope that a strain held at \(e^*\) would also give, since \(E\) is stationary in \(e\) there. The two descriptions differ only from the second derivative on. The theorem holds at every \(q\), so it can be differentiated once more.

## Frozen strain against relaxed strain

With \(e\) held fixed, \(\partial_iE=\tfrac e2\cdot 2g_iq_i=e\,g_iq_i\), and therefore

\[
\partial_j\partial_i E=\delta_{ij}\,e\,g_i .
\]

```lean
/-- At fixed strain `e`, the second derivative of the energy in the amplitudes of modes `i`
and `j` is `δ_ij e g_i`. -/
theorem fixedStrain_hessian (K e : ℝ) (g q : ι → ℝ) (i j : ι) :
    HasDerivAt (fun x => partialDeriv (fun p => energy K g p e) i (update q j x))
      (if i = j then e * g i else 0) (q j) := by
  have hg : ∀ p : ι → ℝ, partialDeriv (fun p => energy K g p e) i p = e * g i * p i := by
    intro p
    have h := ((hasDerivAt_modeSum g p i).const_mul (e / 2)).const_add (K * e ^ 2 / 2)
    have hf : (fun x => energy K g (update p i x) e) =
        fun x => K * e ^ 2 / 2 + e / 2 * modeSum g (update p i x) := by
      funext x
      unfold energy
      ring
    change deriv (fun x => energy K g (update p i x) e) (p i) = _
    rw [hf]
    exact h.deriv.trans (by ring)
  simp only [hg]
  refine ((hasDerivAt_amplitude q i j).const_mul (e * g i)).congr_deriv ?_
  split_ifs <;> ring
```

The auxiliary statement `hg` is the first derivative at an arbitrary point `p`; the second then follows from \(\partial_jq_i=\delta_{ij}\). At \(e=e^*\) the result is \(\delta_{ij}e^*g_i\), the tadpole shift: all modes together set a strain, and this strain changes the force constant of mode \(i\). In a quasi-harmonic calculation a thermal average stands in the place of \(S\), whereas here the amplitudes are given numbers.

If the strain is free to follow, the gradient is \(-g_iSq_i/(2K)\), and both \(S\) and \(q_i\) depend on the amplitudes:

\[
\partial_j\partial_iW=-\frac{g_i}{2K}\bigl(2g_jq_j\,q_i+S\,\delta_{ij}\bigr)
=\delta_{ij}\,e^*g_i-\frac{g_ig_jq_iq_j}{K}.
\]

```lean
/-- For `K > 0`, the Hessian of the relaxed energy is the fixed-strain Hessian `δ_ij e* g_i` at
`e* = -S/(2K)`, plus the exchange term `-g_i g_j q_i q_j / K`. -/
theorem relaxedEnergy_hessian {K : ℝ} (hK : 0 < K) (g q : ι → ℝ) (i j : ι) :
    HasDerivAt (fun x => partialDeriv (relaxedEnergy K g) i (update q j x))
      ((if i = j then optimalStrain K g q * g i else 0) - g i * g j * q i * q j / K)
      (q j) := by
  have h := ((hasDerivAt_modeSum g q j).fun_mul
    (hasDerivAt_amplitude q i j)).const_mul (-g i / (2 * K))
  have hf : (fun x => partialDeriv (relaxedEnergy K g) i (update q j x)) =
      fun x => -g i / (2 * K) * (modeSum g (update q j x) * update q j x i) := by
    funext x
    refine (relaxedEnergy_gradient hK g (update q j x) i).deriv.trans ?_
    unfold optimalStrain
    ring
  rw [hf]
  refine h.congr_deriv ?_
  -- the product rule separates the exchange term from the tadpole
  simp only [update_eq_self]
  unfold optimalStrain
  split_ifs <;> ring
```

In the proof, `hf` replaces the inner partial derivative by the gradient formula, taken at the updated point `update q j x`. The term `h` is the product rule, and `split_ifs` treats \(i=j\) and \(i\neq j\) separately. The second term is the exchange term. It can couple different modes, which the Hessian at fixed strain never does, and on the diagonal it is never positive.

Setting \(j=i\) gives the curvature in a single amplitude:

\[
\partial_i^2W=-\frac{g_iS}{2K}-\frac{g_i^2q_i^2}{K}.
\]

```lean
/-- For `K > 0`, the second derivative of the relaxed energy in the amplitude of mode `i` is
`-g_i S/(2K) - g_i² q_i²/K`. -/
theorem relaxedEnergy_second_deriv {K : ℝ} (hK : 0 < K) (g q : ι → ℝ) (i : ι) :
    HasDerivAt (fun x => partialDeriv (relaxedEnergy K g) i (update q i x))
      (-g i * modeSum g q / (2 * K) - g i ^ 2 * q i ^ 2 / K) (q i) := by
  refine (relaxedEnergy_hessian hK g q i i).congr_deriv ?_
  simp only [↓reduceIte, optimalStrain]
  ring
```

## Equal modes and the factor \(1+2/N\)

Let there be \(N\geq1\) modes with the same coupling \(\gamma\) and the same amplitude \(a\). Then \(S=N\gamma a^2\), the tadpole is \(e^*\gamma=-N\gamma^2a^2/(2K)\), and

\[
\partial_i^2W=-\frac{N\gamma^2a^2}{2K}-\frac{\gamma^2a^2}{K}
=-\frac{(N+2)\gamma^2a^2}{2K}=\Bigl(1+\frac2N\Bigr)e^*\gamma .
\]

```lean
/-- For `K > 0` and `N` modes with equal couplings `γ` and equal amplitudes `a`, the second
derivative of the relaxed energy in one amplitude is `1 + 2/N` times the tadpole `e* γ`,
where `e* = -S/(2K)`. -/
theorem equal_modes_second_deriv {K : ℝ} (hK : 0 < K) (γ a : ℝ) (i : ι) :
    HasDerivAt
      (fun x => partialDeriv (relaxedEnergy K (fun _ : ι => γ)) i (update (fun _ => a) i x))
      ((1 + 2 / (Fintype.card ι : ℝ)) *
        (optimalStrain K (fun _ : ι => γ) (fun _ => a) * γ)) a := by
  have : Nonempty ι := ⟨i⟩
  have hN : (Fintype.card ι : ℝ) ≠ 0 := Nat.cast_ne_zero.mpr Fintype.card_ne_zero
  have h2 : (1 + 2 / (Fintype.card ι : ℝ)) * (Fintype.card ι : ℝ) =
      (Fintype.card ι : ℝ) + 2 := by
    rw [add_mul, div_mul_cancel₀ _ hN, one_mul]
  refine (relaxedEnergy_hessian hK (fun _ : ι => γ) (fun _ => a) i i).congr_deriv ?_
  simp only [↓reduceIte, optimalStrain, modeSum, Finset.sum_const, Finset.card_univ,
    nsmul_eq_mul]
  linear_combination (γ ^ 2 * a ^ 2 / (2 * K)) * h2

end

end QuasiHarmonicStrain
```

Here \(N\) is `Fintype.card ι`, and it is nonzero because the mode `i` exists. The auxiliary equation `h2` is \((1+2/N)N=N+2\), and `linear_combination` multiplies it by \(\gamma^2a^2/(2K)\) to match the two expressions. For \(N=1\) the factor is 3, as in the single-mode case at the start.

The \(1/N\) suppression concerns the curvature in one amplitude. Along the collective direction, the unit vector with all \(N\) components equal to \(1/\sqrt N\), all elements of the exchange term add up, and a short sum over the Hessian, which is not formalised here, gives a curvature of three times the tadpole for every \(N\).

```lean
#print axioms QuasiHarmonicStrain.fixedStrain_hessian
#print axioms QuasiHarmonicStrain.relaxedEnergy_hessian
#print axioms QuasiHarmonicStrain.relaxedEnergy_second_deriv
#print axioms QuasiHarmonicStrain.equal_modes_second_deriv
```

```
'QuasiHarmonicStrain.fixedStrain_hessian' depends on axioms: [propext, Classical.choice, Quot.sound]
'QuasiHarmonicStrain.relaxedEnergy_hessian' depends on axioms: [propext, Classical.choice, Quot.sound]
'QuasiHarmonicStrain.relaxedEnergy_second_deriv' depends on axioms: [propext, Classical.choice, Quot.sound]
'QuasiHarmonicStrain.equal_modes_second_deriv' depends on axioms: [propext, Classical.choice, Quot.sound]
```
